# For a finite real symmetric Hamiltonian, the boundary residual of a solution with unit boundary amplitude has energy derivative minus the solution's squared norm

Let `M` be a finite real symmetric Hamiltonian matrix, and for each energy E near E₀ let x(E) be a real vector that equals 1 at a site b and satisfies (M − E)x(E) = s(E)e_b, so that the Schrödinger equation can fail only at b, by the residual s(E). The declaration `residual_hasDerivAt` states that if x is continuous at E₀, then s is differentiable there with s′(E₀) = −x(E₀)·x(E₀). The vector is fixed by its value at b and is not normalised; scaled to unit length, it would have weight 1/(x(E₀)·x(E₀)) on b, so the derivative is minus the reciprocal of that weight. The proof pairs the equation at each of two energies with the solution at the other, which by the symmetry of `M` gives the difference quotient of s as −x(E₀)·x(E), and then lets E tend to E₀.

In Lean, a first try:

```lean
import Mathlib

open Matrix Filter Topology

namespace ResidualHasDerivAt

noncomputable section

variable {n : Type*} [Fintype n]

/-- The vector `x` has component one at the boundary site `b` and solves the Schrödinger
equation of `M` at energy `E` at all other sites; `s` is the residual at `b`. -/
def Driven [DecidableEq n] (M : Matrix n n ℝ) (b : n) (E : ℝ) (x : n → ℝ) (s : ℝ) : Prop :=
  M *ᵥ x - E • x = s • (Pi.single b 1 : n → ℝ) ∧ x b = 1

/-- A real symmetric matrix has a symmetric bilinear form. -/
theorem form_symm {M : Matrix n n ℝ} (hM : M.IsSymm) (x y : n → ℝ) :
    x ⬝ᵥ M *ᵥ y = y ⬝ᵥ M *ᵥ x := by
  rw [Matrix.dotProduct_mulVec, ← Matrix.mulVec_transpose, hM.eq, dotProduct_comm]

/-- For a driven solution `x` of `M` at energy `E`, the inner product of `(M - E) x` with any vector
of boundary component one is the boundary residual. -/
theorem residual_eq [DecidableEq n] {M : Matrix n n ℝ} {b : n} {E s : ℝ} {x y : n → ℝ}
    (hx : Driven M b E x s) (hy : y b = 1) :
    y ⬝ᵥ M *ᵥ x - E * (y ⬝ᵥ x) = s := by
  have h := congrArg (fun v => y ⬝ᵥ v) hx.1
  simpa [dotProduct_sub, dotProduct_smul, hy] using h

/-- Norm conservation: for a symmetric Hamiltonian and a driven solution continuous at `E₀`,
the energy derivative of the boundary residual is minus the squared norm of the solution. -/
theorem residual_hasDerivAt [DecidableEq n] {M : Matrix n n ℝ} (hM : M.IsSymm) {b : n}
    {x : ℝ → n → ℝ} {s : ℝ → ℝ} {E₀ : ℝ} (hx : ContinuousAt x E₀)
    (hs : ∀ᶠ E in 𝓝 E₀, Driven M b E (x E) (s E)) :
    HasDerivAt s (-(x E₀ ⬝ᵥ x E₀)) E₀ := by
  rw [hasDerivAt_iff_tendsto_slope]
  have hc : Continuous (fun v : n → ℝ => -(x E₀ ⬝ᵥ v)) := by
    simp only [dotProduct]
    fun_prop
  have hlim := (hc.tendsto (x E₀)).comp (hx.tendsto.mono_left nhdsWithin_le_nhds)
  refine Tendsto.congr' ?_ hlim
  have h0 := hs.self_of_nhds
  filter_upwards [hs.filter_mono nhdsWithin_le_nhds, self_mem_nhdsWithin] with E hE hne
  have hd : E - E₀ ≠ 0 := sub_ne_zero.mpr hne
  -- pair each of the two equations with the solution at the other energy
  have h1 := residual_eq hE h0.2
  have h2 := residual_eq h0 hE.2
  rw [form_symm hM, dotProduct_comm (x E) (x E₀)] at h2
  change -(x E₀ ⬝ᵥ x E) = slope s E₀ E
  rw [slope_def_field, eq_div_iff hd]
  linear_combination h1 - h2

end

end ResidualHasDerivAt
```

Messages:

```
Main.lean:39:15: error: don't know how to synthesize implicit argument `x`
  @Tendsto.comp ℝ (n → ℝ) ℝ x (fun v => -(x E₀ ⬝ᵥ v)) (𝓝[?m.122] E₀) (𝓝 (x E₀)) (𝓝 (-(x E₀ ⬝ᵥ x E₀)))
    (Continuous.tendsto hc (x E₀)) (Tendsto.mono_left (ContinuousAt.tendsto hx) nhdsWithin_le_nhds)
context:
n : Type u_1
inst✝¹ : Fintype n
inst✝ : DecidableEq n
M : Matrix n n ℝ
hM : M.IsSymm
b : n
x : ℝ → n → ℝ
s : ℝ → ℝ
E₀ : ℝ
hx : ContinuousAt x E₀
hs : ∀ᶠ (E : ℝ) in 𝓝 E₀, Driven M b E (x E) (s E)
hc : Continuous fun v => -(x E₀ ⬝ᵥ v)
⊢ Filter ℝ
Main.lean:39:41: error: don't know how to synthesize implicit argument `y`
  @Tendsto.mono_left ℝ (n → ℝ) x (𝓝 E₀) (𝓝[?m.122] E₀) (𝓝 (x E₀)) (ContinuousAt.tendsto hx) nhdsWithin_le_nhds
context:
n : Type u_1
inst✝¹ : Fintype n
inst✝ : DecidableEq n
M : Matrix n n ℝ
hM : M.IsSymm
b : n
x : ℝ → n → ℝ
s : ℝ → ℝ
E₀ : ℝ
hx : ContinuousAt x E₀
hs : ∀ᶠ (E : ℝ) in 𝓝 E₀, Driven M b E (x E) (s E)
hc : Continuous fun v => -(x E₀ ⬝ᵥ v)
⊢ Filter ℝ
Main.lean:39:62: error: don't know how to synthesize implicit argument `s`
  @nhdsWithin_le_nhds ℝ PseudoMetricSpace.toUniformSpace.toTopologicalSpace E₀ ?m.122
context:
n : Type u_1
inst✝¹ : Fintype n
inst✝ : DecidableEq n
M : Matrix n n ℝ
hM : M.IsSymm
b : n
x : ℝ → n → ℝ
s : ℝ → ℝ
E₀ : ℝ
hx : ContinuousAt x E₀
hs : ∀ᶠ (E : ℝ) in 𝓝 E₀, Driven M b E (x E) (s E)
hc : Continuous fun v => -(x E₀ ⬝ᵥ v)
⊢ Set ℝ
Main.lean:39:7: error: failed to infer `have` declaration type
Main.lean:34:41: error: unsolved goals
n : Type u_1
inst✝¹ : Fintype n
inst✝ : DecidableEq n
M : Matrix n n ℝ
hM : M.IsSymm
b : n
x : ℝ → n → ℝ
s : ℝ → ℝ
E₀ : ℝ
hx : ContinuousAt x E₀
hs : ∀ᶠ (E : ℝ) in 𝓝 E₀, Driven M b E (x E) (s E)
hc : Continuous fun v => -(x E₀ ⬝ᵥ v)
⊢ Tendsto (slope s E₀) (𝓝[≠] E₀) (𝓝 (-(x E₀ ⬝ᵥ x E₀)))
```

Cause. The first three errors have one source, the unknown `?m.122`. The lemma `nhdsWithin_le_nhds` says that `𝓝[s] a ≤ 𝓝 a` for any set `s`, and nothing in the line defining `hlim` says which set is meant. The `have` states no type of its own, so Lean must read the type off the term, and it can't while the set is unknown; hence "failed to infer `have` declaration type". The next line, which uses `hlim` against the goal, would have settled the set, but it comes too late. The last error, "unsolved goals", is a consequence: the proof stopped at the `have`, with the limit of the slope still to be shown.

The repair names the set, `(s := {E₀}ᶜ)`, all energies other than E₀. This is the set the goal needs, since `𝓝[≠] E₀` is notation for `𝓝[{E₀}ᶜ] E₀`. The new line break is only layout.

Lean accepts the file once it reads:

```diff
@@ -37,5 +37,6 @@
     simp only [dotProduct]
     fun_prop
-  have hlim := (hc.tendsto (x E₀)).comp (hx.tendsto.mono_left nhdsWithin_le_nhds)
+  have hlim := (hc.tendsto (x E₀)).comp
+    (hx.tendsto.mono_left (nhdsWithin_le_nhds (s := {E₀}ᶜ)))
   refine Tendsto.congr' ?_ hlim
   have h0 := hs.self_of_nhds
```
